# An exchange shift $vP$ on the $N$ occupied orbitals lowers the gap by $v$ and adds $vN/2$ to the energy

A plane-wave exchange routine multiplies Fourier components of pair densities by the Coulomb kernel, $4\pi/G^2$ in Hartree atomic units, and someone has to decide which finite number goes into the entry at $G=0$. For a calculation at the $\Gamma$ point with integer occupations, changing that number moves every occupied level by the same amount and leaves the empty levels alone, provided that the occupied space stays the same. The gap therefore depends on the choice, while energy differences at fixed cell and electron number do not.

To see this, let $w_0$ be the number stored at $G=0$, $\Omega$ the cell volume, and $\varphi_1,\dots,\varphi_N$ the orthonormal occupied spin orbitals, with projector $P=\sum_i|\varphi_i\rangle\langle\varphi_i|$. The $G=0$ component of the pair density of $\varphi_i$ and $\psi$ is the overlap $\langle\varphi_i|\psi\rangle$, so this entry contributes to the exchange operator the term
$$-\frac{w_0}{\Omega}\sum_i \varphi_i\langle\varphi_i|\psi\rangle=-\frac{w_0}{\Omega}P\psi ,$$
and to the exchange energy the term
$$-\frac{w_0}{2\Omega}\sum_{ij}|\langle\varphi_i|\varphi_j\rangle|^2=-\frac{w_0}{2\Omega}\operatorname{tr}P^2 .$$
Raising the entry by $\delta w$ thus adds $vP$ to the operator and $\frac v2\operatorname{tr}P^2$ to the energy, with $v=-\delta w/\Omega$. In a hybrid functional both carry the exchange fraction as a further factor.

## Levels, gap and energy under the shift

Let $F$ be a Hermitian operator on a finite-dimensional complex orbital space, and let $P$ satisfy $P^2=P$, $FP=PF$, $P\neq0$ and $P\neq1$. The range of $P$ holds the occupied orbitals and its kernel the empty ones. The commutation condition is the one met at self-consistency, where the occupied space is spanned by eigenvectors of $F$.

**Both spaces are invariant and nonzero.** If $Px=0$, then $PFx=FPx=0$, so $F$ maps the kernel into itself. If $x=Py$, then $Fx=FPy=P(Fy)$, so $F$ maps the range into itself. The range is nonzero because $P\neq0$. Since $P\neq1$, some $x$ has $x-Px\neq0$, and $P(x-Px)=Px-P^2x=0$ puts this vector in the kernel.

**The extremal levels exist.** On a nonzero invariant subspace of finite dimension $F$ has an eigenvector, and its eigenvalue is real because $F$ is Hermitian. There are finitely many eigenvalues. So there is a lowest level $\varepsilon_L$ on the kernel and a highest level $\varepsilon_H$ on the range, and the gap is $\Delta=\varepsilon_L-\varepsilon_H$.

**The shift acts on one side only.** For $x$ in the kernel, $(F+vP)x=Fx$. For $x=Py$ in the range, $Px=P^2y=Py=x$, hence $(F+vP)x=Fx+vx$. Levels on the kernel stay and levels on the range move by $v$, so the new gap is
$$\varepsilon_L-(\varepsilon_H+v)=\Delta-v .$$

**The energy depends only on $v$ and the rank.** Every $x$ is the sum of $Px$ in the range and $x-Px$ in the kernel. In a basis adapted to this splitting $P$ is diagonal with $N$ ones, where $N$ is its rank, and the remaining entries are zero. Hence
$$\frac v2\operatorname{tr}P^2=\frac v2\operatorname{tr}P=\frac{vN}{2}.$$

**The operator is the derivative of the energy.** For any operator $D$,
$$\frac v2\operatorname{tr}(P+tD)^2=\frac v2\operatorname{tr}P^2+vt\operatorname{tr}(PD)+\frac{v}{2}t^2\operatorname{tr}D^2,$$
where $\operatorname{tr}(DP)=\operatorname{tr}(PD)$ was used. The derivative at $t=0$ is $\operatorname{tr}(vP\,D)$, so $vP$ is what this energy term contributes to $F$.

**Any gap can be reached.** To obtain a prescribed real gap $g$, take $v=\Delta-g$.

## Three orbitals with numbers

Take $F=\mathrm{diag}(1,2,5)$ and $P=\mathrm{diag}(1,1,0)$. The occupied levels are 1 and 2, the empty level is 5, and the gap is 3. With $v=-2$ the operator becomes $\mathrm{diag}(-1,0,5)$, whose gap is $5=3-(-2)$. The energy term is $\frac{-2}{2}\cdot 2=-2$. The projector onto the first orbital and the normalised sum of the other two,
$$Q=\begin{pmatrix}1&0&0\\0&\tfrac12&\tfrac12\\0&\tfrac12&\tfrac12\end{pmatrix},$$
also has $\operatorname{tr}Q^2=2$ and gives the same $-2$.

With $v=4$ the operator is $\mathrm{diag}(5,6,5)$ and the gap is $5-6=-1$. A negative gap means that $P$ no longer selects the lowest levels.

## Operators, levels and the gap in Lean

```lean
import Mathlib

open Module

namespace ExchangeGapShift

noncomputable section

variable {E : Type*} [NormedAddCommGroup E] [InnerProductSpace ℂ E] [FiniteDimensional ℂ E]
```

The orbital space is `E`, a complex inner product space of finite dimension, such as the span of the plane waves below a cutoff, each taken with spin up and spin down. Operators on it have type `End ℂ E`, and their product is composition.

```lean
/-- The real orbital energies of `F` that have a nonzero eigenvector in the subspace `W`. -/
def levels (F : End ℂ E) (W : Submodule ℂ E) : Set ℝ :=
  {e | ∃ x ∈ W, x ≠ 0 ∧ F x = (e : ℂ) • x}
```

A level is a real number `e` with a nonzero eigenvector in the subspace `W`. Because `levels` is a set, a degenerate level appears once.

```lean
/-- The gap: lowest level on the kernel of `P` (empty orbitals) minus highest level on its range
(occupied orbitals). It is meant for Hermitian `F` commuting with a projector `P` other than
0 and 1. -/
def gap (F P : End ℂ E) : ℝ :=
  sInf (levels F (LinearMap.ker P)) - sSup (levels F (LinearMap.range P))
```

The occupied space is `LinearMap.range P` and the empty space is `LinearMap.ker P`. Which orbitals count as occupied is decided by `P` and not by the order of the levels, which is why the gap may be negative. The infimum of an empty set of reals is 0 in Mathlib, so the definition has its physical meaning only once levels are known to exist.

```lean
/-- The energy term `(v/2) tr(P²)`. -/
def shiftEnergy (v : ℝ) (P : End ℂ E) : ℂ :=
  (v : ℂ) / 2 * LinearMap.trace ℂ E (P * P)
```

The energy is complex-valued because the trace of a complex operator is. For projectors it comes out real.

## Existence of the frontier levels

```lean
/-- An operator on a finite-dimensional space has finitely many levels in any subspace. -/
theorem levels_finite (F : End ℂ E) (W : Submodule ℂ E) : (levels F W).Finite := by
  have h := Module.End.finite_hasEigenvalue F
  refine (h.preimage (f := fun e : ℝ => (e : ℂ)) Complex.ofReal_injective.injOn).subset ?_
  rintro e ⟨x, _, hx0, hx⟩
  exact Module.End.hasEigenvalue_of_hasEigenvector
    ⟨Module.End.mem_eigenspace_iff.mpr hx, hx0⟩
```

An operator in finite dimension has finitely many complex eigenvalues. The levels are real numbers whose images in $\mathbb C$ lie in that finite set, and the embedding of the reals is injective.

```lean
/-- A Hermitian operator has at least one level in every nonzero subspace that it maps into
itself. -/
theorem levels_nonempty {F : End ℂ E} (hF : LinearMap.IsSymmetric F) {W : Submodule ℂ E}
    (hW : ∀ x ∈ W, F x ∈ W) (h : W ≠ ⊥) : (levels F W).Nonempty := by
  have : Nontrivial W := Submodule.nontrivial_iff_ne_bot.mpr h
  -- an eigenvector of the restricted operator is an eigenvector of `F`
  obtain ⟨μ, hμ⟩ := Module.End.exists_eigenvalue (LinearMap.restrict F hW)
  obtain ⟨x, hx⟩ := hμ.exists_hasEigenvector
  have hx1 : F (x : E) = μ • (x : E) := congrArg Subtype.val hx.apply_eq_smul
  have hx0 : (x : E) ≠ 0 := fun h0 => hx.2 (Subtype.ext h0)
  -- its eigenvalue is real because `F` is Hermitian
  have hreal := hF.conj_eigenvalue_eq_self (Module.End.hasEigenvalue_of_hasEigenvector
    ⟨Module.End.mem_eigenspace_iff.mpr hx1, hx0⟩)
  exact ⟨μ.re, x, x.2, hx0, by rw [Complex.conj_eq_iff_re.mp hreal]; exact hx1⟩
```

`LinearMap.IsSymmetric F` says $\langle Fx,y\rangle=\langle x,Fy\rangle$, which is Hermiticity. The proof restricts `F` to `W`, takes an eigenvector there, reads it as a vector of `E`, and uses Hermiticity to show that its eigenvalue `μ` equals its real part.

```lean
/-- For Hermitian `F` commuting with a projector `P` other than 0 and 1, the two energies in the
gap are attained: a lowest empty level and a highest occupied level exist. -/
theorem gap_attained {F P : End ℂ E} (hF : LinearMap.IsSymmetric F) (hP : P * P = P)
    (hc : F * P = P * F) (h0 : P ≠ 0) (h1 : P ≠ 1) :
    IsLeast (levels F (LinearMap.ker P)) (sInf (levels F (LinearMap.ker P))) ∧
    IsGreatest (levels F (LinearMap.range P)) (sSup (levels F (LinearMap.range P))) := by
  have hcx : ∀ x, F (P x) = P (F x) := fun x => LinearMap.congr_fun hc x
  have hPx : ∀ x, P (P x) = P x := fun x => LinearMap.congr_fun hP x
  have hk : (levels F (LinearMap.ker P)).Nonempty := by
    refine levels_nonempty hF (fun x hx => ?_) (fun hbot => h1 ?_)
    · rw [LinearMap.mem_ker] at hx ⊢
      rw [← hcx, hx, map_zero]
    · -- if the kernel were zero, `x - P x` would vanish for all `x`
      refine LinearMap.ext fun x => ?_
      have hm : x - P x ∈ LinearMap.ker P := by
        rw [LinearMap.mem_ker, map_sub, hPx, sub_self]
      rw [hbot, Submodule.mem_bot] at hm
      exact (sub_eq_zero.mp hm).symm
  have hr : (levels F (LinearMap.range P)).Nonempty := by
    refine levels_nonempty hF ?_ (fun hbot => h0 (LinearMap.range_eq_bot.mp hbot))
    rintro _ ⟨y, rfl⟩
    exact ⟨F y, (hcx y).symm⟩
  have fk := levels_finite F (LinearMap.ker P)
  have fr := levels_finite F (LinearMap.range P)
  exact ⟨⟨hk.csInf_mem fk, fun e he => csInf_le fk.bddBelow he⟩,
    ⟨hr.csSup_mem fr, fun e he => le_csSup fr.bddAbove he⟩⟩
```

The hypotheses `hP`, `hc`, `h0` and `h1` are $P^2=P$, $FP=PF$, $P\neq0$ and $P\neq1$. The last two amount to $0<N<n$, with $n$ the dimension of `E`, so the smallest case is $n=2$, $N=1$. Orthogonality of `P` is not required; the orthogonal projectors of electronic structure are included. The proof checks invariance and nonvanishing of both subspaces as in the derivation, with `x - P x` as the vector in the kernel. A nonempty finite set of reals then contains its infimum and its supremum.

## The change of the gap

```lean
omit [FiniteDimensional ℂ E] in
/-- Adding `vP` to `F` leaves the levels on the kernel of `P` where they are. -/
theorem levels_ker_shift (F P : End ℂ E) (v : ℝ) :
    levels (F + (v : ℂ) • P) (LinearMap.ker P) = levels F (LinearMap.ker P) := by
  have key : ∀ x ∈ LinearMap.ker P, (F + (v : ℂ) • P) x = F x := by
    intro x hx
    rw [LinearMap.add_apply, LinearMap.smul_apply, LinearMap.mem_ker.mp hx, smul_zero, add_zero]
  ext e
  constructor
  · rintro ⟨x, hx, hx0, h⟩
    exact ⟨x, hx, hx0, (key x hx).symm.trans h⟩
  · rintro ⟨x, hx, hx0, h⟩
    exact ⟨x, hx, hx0, (key x hx).trans h⟩
```

The auxiliary statement `key` is $(F+vP)x=Fx$ on the kernel. An eigenvector for one operator is therefore an eigenvector for the other, with the same level.

```lean
omit [FiniteDimensional ℂ E] in
/-- Adding `vP` to `F`, with `P` a projector, moves every level on the range of `P` by `v`. -/
theorem mem_levels_range_shift (F : End ℂ E) {P : End ℂ E} (hP : P * P = P) (v e : ℝ) :
    e ∈ levels (F + (v : ℂ) • P) (LinearMap.range P) ↔
      e - v ∈ levels F (LinearMap.range P) := by
  have key : ∀ x ∈ LinearMap.range P, (F + (v : ℂ) • P) x = F x + (v : ℂ) • x := by
    rintro _ ⟨y, rfl⟩
    have hy : P (P y) = P y := LinearMap.congr_fun hP y
    rw [LinearMap.add_apply, LinearMap.smul_apply, hy]
  constructor
  · rintro ⟨x, hx, hx0, h⟩
    refine ⟨x, hx, hx0, ?_⟩
    rw [key x hx] at h
    rw [Complex.ofReal_sub, sub_smul, ← h, add_sub_cancel_right]
  · rintro ⟨x, hx, hx0, h⟩
    refine ⟨x, hx, hx0, ?_⟩
    rw [key x hx, h, Complex.ofReal_sub, sub_smul, sub_add_cancel]
```

On the range, `key` reads $(F+vP)x=Fx+vx$. The equivalence says that $e$ is a level of the shifted operator exactly when $e-v$ is a level of the original one.

```lean
/-- For Hermitian `F` commuting with a projector `P` other than 0 and 1, the gap of `F + vP` is
the gap of `F` minus `v`. -/
theorem gap_shift {F P : End ℂ E} (hF : LinearMap.IsSymmetric F) (hP : P * P = P)
    (hc : F * P = P * F) (h0 : P ≠ 0) (h1 : P ≠ 1) (v : ℝ) :
    gap (F + (v : ℂ) • P) P = gap F P - v := by
  have hg := (gap_attained hF hP hc h0 h1).2
  -- the highest occupied level moves by `v`
  have hs : IsGreatest (levels (F + (v : ℂ) • P) (LinearMap.range P))
      (sSup (levels F (LinearMap.range P)) + v) := by
    refine ⟨(mem_levels_range_shift F hP v _).2 ?_, fun e he => ?_⟩
    · rw [add_sub_cancel_right]
      exact hg.1
    · have := hg.2 ((mem_levels_range_shift F hP v e).1 he)
      linarith
  unfold gap
  rw [levels_ker_shift, hs.csSup_eq]
  ring
```

The step `hs` shows that $\varepsilon_H+v$ is the greatest level of $F+vP$ on the range: it is attained, and every other level there lies at or below it. The kernel term is rewritten by `levels_ker_shift`, and subtraction gives the result. Here `F` and `P` are given and held fixed; the theorem does not follow a self-consistency cycle, nor does it build the shift from a Coulomb kernel.

## The energy term and its derivative

```lean
/-- For a projector `P` of rank `N` the energy term `(v/2) tr(P²)` equals `vN/2`. -/
theorem shiftEnergy_eq {P : End ℂ E} (hP : P * P = P) (v : ℝ) :
    shiftEnergy v P = (v : ℂ) * (finrank ℂ (LinearMap.range P) : ℂ) / 2 := by
  have hproj : LinearMap.IsProj (LinearMap.range P) P :=
    ⟨fun x => ⟨x, rfl⟩, by rintro _ ⟨y, rfl⟩; exact LinearMap.congr_fun hP y⟩
  rw [shiftEnergy, hP, hproj.trace]
  ring
```

The rank $N$ is `finrank ℂ (LinearMap.range P)`. Mathlib supplies the trace of a projection as the dimension of the subspace onto which it projects. This theorem needs neither `F` nor the conditions $P\neq0$ and $P\neq1$. It does need $P^2=P$, so fractional occupations are not covered.

```lean
omit [FiniteDimensional ℂ E] in
/-- The derivative of `(v/2) tr(P²)` along any direction `D` is `tr(vP D)`. -/
theorem shiftEnergy_hasDerivAt (v : ℝ) (P D : End ℂ E) :
    HasDerivAt (fun t : ℂ => shiftEnergy v (P + t • D))
      (LinearMap.trace ℂ E (((v : ℂ) • P) * D)) 0 := by
  -- the energy is a quadratic polynomial in `t`
  have hexp : (fun t : ℂ => shiftEnergy v (P + t • D)) = fun t : ℂ =>
      ((v : ℂ) / 2 * LinearMap.trace ℂ E (P * P) + (v : ℂ) * LinearMap.trace ℂ E (P * D) * t)
        + (v : ℂ) / 2 * LinearMap.trace ℂ E (D * D) * t ^ 2 := by
    funext t
    simp only [shiftEnergy, add_mul, mul_add, smul_mul_assoc, mul_smul_comm, map_add, map_smul,
      smul_eq_mul]
    rw [LinearMap.trace_mul_comm ℂ D P]
    ring
  rw [hexp]
  have h1 : HasDerivAt (fun t : ℂ => t) 1 0 := hasDerivAt_id' 0
  refine (((h1.const_mul _).const_add _).fun_add ((h1.fun_pow 2).const_mul _)).congr_deriv ?_
  rw [smul_mul_assoc, map_smul, smul_eq_mul]
  norm_num
```

The function of `t` is rewritten as the quadratic polynomial found by hand and then differentiated at 0. The parameter `t` is complex, and `D` is any operator, so `P + t • D` need not be a projector.

```lean
/-- For Hermitian `F` commuting with a projector `P` other than 0 and 1, every real number `g` is
the gap of `F + vP` for some `v`, while `(v/2) tr(Q²)` is the same for all projectors `Q` of the
rank of `P`. -/
theorem any_gap_at_constant_energy {F P : End ℂ E} (hF : LinearMap.IsSymmetric F)
    (hP : P * P = P) (hc : F * P = P * F) (h0 : P ≠ 0) (h1 : P ≠ 1) (g : ℝ) :
    ∃ v : ℝ, gap (F + (v : ℂ) • P) P = g ∧
      ∀ Q : End ℂ E, Q * Q = Q →
        finrank ℂ (LinearMap.range Q) = finrank ℂ (LinearMap.range P) →
        shiftEnergy v Q = shiftEnergy v P := by
  refine ⟨gap F P - g, ?_, fun Q hQ hr => ?_⟩
  · rw [gap_shift hF hP hc h0 h1]
    ring
  · rw [shiftEnergy_eq hQ, shiftEnergy_eq hP, hr]
```

The shift is `gap F P - g`. The same `v` then gives equal energy terms for all projectors `Q` of the rank of `P`, whether or not they commute with `F`. The constant energy in the theorem's name means this independence of `Q` at a given `v`; the common value $vN/2$ does change with $v$.

## The three-orbital system in Lean

```lean
/-- The operator on three orbitals that multiplies the `i`-th amplitude by the real number
`d i`. -/
def diagOp (d : Fin 3 → ℝ) : End ℂ (EuclideanSpace ℂ (Fin 3)) where
  toFun x := WithLp.toLp 2 (fun i => (d i : ℂ) * x i)
  map_add' x y := by ext i; simp [mul_add]
  map_smul' c x := by ext i; simp [mul_left_comm]
```

`diagOp d` is the diagonal matrix with real entries `d i`, acting on $\mathbb C^3$.

```lean
/-- The operator `F = diag(1, 2, 5)` and the projector `P = diag(1, 1, 0)` meet all hypotheses of
the gap theorem. -/
theorem gap_shift_witness :
    LinearMap.IsSymmetric (diagOp ![1, 2, 5]) ∧
    diagOp ![1, 1, 0] * diagOp ![1, 1, 0] = diagOp ![1, 1, 0] ∧
    diagOp ![1, 2, 5] * diagOp ![1, 1, 0] = diagOp ![1, 1, 0] * diagOp ![1, 2, 5] ∧
    diagOp ![1, 1, 0] ≠ 0 ∧ diagOp ![1, 1, 0] ≠ 1 := by
  refine ⟨fun x y => ?_, ?_, ?_, fun h => ?_, fun h => ?_⟩
  · simp only [diagOp, LinearMap.coe_mk, AddHom.coe_mk, PiLp.inner_apply, RCLike.inner_apply,
      map_mul, Complex.conj_ofReal]
    exact Finset.sum_congr rfl fun i _ => by ring
  · refine LinearMap.ext fun x => ?_
    ext i
    fin_cases i <;> simp [diagOp]
  · refine LinearMap.ext fun x => ?_
    ext i
    fin_cases i <;> simp [diagOp]
  · have h2 := congrArg (fun A : End ℂ (EuclideanSpace ℂ (Fin 3)) =>
      (A (WithLp.toLp 2 (fun _ => (1 : ℂ)))) 0) h
    simp [diagOp] at h2
  · have h2 := congrArg (fun A : End ℂ (EuclideanSpace ℂ (Fin 3)) =>
      (A (WithLp.toLp 2 (fun _ => (1 : ℂ)))) 2) h
    simp [diagOp] at h2

end

end ExchangeGapShift
```

The system worked above satisfies every hypothesis of `gap_shift`. The equalities are checked component by component. That the projector differs from 0 and from 1 is seen by applying it to the vector $(1,1,1)$ and reading component `0` and component `2`, with Lean counting from zero.

```lean
#print axioms ExchangeGapShift.shiftEnergy_hasDerivAt
#print axioms ExchangeGapShift.any_gap_at_constant_energy
```

```
'ExchangeGapShift.shiftEnergy_hasDerivAt' depends on axioms: [propext, Classical.choice, Quot.sound]
'ExchangeGapShift.any_gap_at_constant_energy' depends on axioms: [propext, Classical.choice, Quot.sound]
```

## Changing the $G=0$ entry in a running code

In a code that stores the exchange kernel as an array filled before the loop over orbital pairs, the shift can be made by changing the $G=0$ entry of that array. Suppose a $\Gamma$-point calculation on an insulator is repeated with the entry raised by $\delta w$ and converges to the same occupied space. With full exact exchange, and an array that holds $4\pi/G^2$ in Hartree atomic units without further factors, the occupied eigenvalues should fall by $\delta w/\Omega$, the empty ones should stay, and the total energy should change by $-N\,\delta w/(2\Omega)$. Here $N$ counts occupied spin orbitals, so a doubly occupied band counts twice. A gap quoted from such a calculation needs the treatment of $G=0$ stated beside it. Energies for different $N$, as in an ionisation energy taken from two total energies, also depend on that treatment, since $vN/2$ changes with $N$.
